# A time-step bound inversely proportional to cell length in linearised Car–Parrinello dynamics

A time step that works in a short simulation cell can make the fictitious orbital motion diverge in a longer one. The Coulomb kernel at the smallest nonzero wavevector grows as the square of the cell length \(L\). If the coupling of orbital displacements to the density does not change with \(L\), the Hartree restoring force on long-wavelength charge displacements, the sloshing modes, grows in the same way.

Consider small orbital displacements \(x_n\), with \(n\) counting time steps, in a finite-dimensional real inner product space. The ions are fixed and there are no orthonormality constraints. With fictitious mass \(\mu>0\) and time step \(h>0\), the Verlet rule is

\[
x_{n+2}=2x_{n+1}-x_n-\frac{h^2}{\mu}Bx_{n+1},\qquad B=A+aL^2vv^{\mathsf T}.
\]

Here \(A\) is a symmetric positive semidefinite background stiffness and \(v\) is the unit vector along the sloshing direction. The constant \(a>0\) collects the Coulomb prefactor and the coupling of orbital displacement to density. If every trajectory is bounded, then

\[
h<\frac{2\sqrt{\mu/a}}{L}.
\]

In this linear model, at fixed \(a\) and \(\mu\), doubling the cell length halves the upper bound on the step. Fixed \(a\) is a real restriction: in an insulator, orthonormality makes the coupling to the density weaken as the cell grows, so \(a\) falls and the bound need not shrink as \(1/L\).

## From single modes to the bound

Let \(Bu=\lambda u\) with \(u\ne0\), and put \(k=h^2\lambda/\mu\). A trajectory \(x_n=y_nu\) obeys

\[
y_{n+2}=(2-k)y_{n+1}-y_n .
\]

**Case \(k\le0\).** Start from \(y_0=0\), \(y_1=1\). Then \(y_{n+2}-y_{n+1}=(y_{n+1}-y_n)-ky_{n+1}\), so by induction every increment is at least 1 and \(y_n\ge n\).

**Case \(k\ge4\).** Let \(f_n\) be the growing solution for \(4-k\le0\). Then \((-1)^nf_n\) solves the recursion for \(k\), and it is unbounded.

**Case \(0<k<4\).** The quantity

\[
Q=y_{n+1}^2+y_n^2-(2-k)y_{n+1}y_n
=\left(y_{n+1}-\tfrac{2-k}{2}y_n\right)^2+\tfrac{k(4-k)}4y_n^2
\]

is conserved: substituting \(y_{n+2}-(2-k)y_{n+1}=-y_n\) turns its next value, \(y_{n+2}^2+y_{n+1}^2-(2-k)y_{n+2}y_{n+1}\), into \(y_{n+1}^2-y_{n+2}y_n=Q\). Hence \(y_n^2\le 4Q/[k(4-k)]\).

Now take an orthonormal eigenbasis \(b_i\) of \(B\), with eigenvalues \(\lambda_i\). Since \(\langle x,Bx\rangle=\sum_i\lambda_i\langle b_i,x\rangle^2\) and \(\|x\|^2=\sum_i\langle b_i,x\rangle^2\), all modes are bounded exactly when

\[
0<\langle x,Bx\rangle,\qquad h^2\langle x,Bx\rangle<4\mu\|x\|^2\qquad(x\ne0).
\]

Setting \(x=v\) gives \(h^2(\langle v,Av\rangle+aL^2)<4\mu\). As \(\langle v,Av\rangle\ge0\), it follows that \(h^2aL^2<4\mu\), which is the claim.

## Stiffness, trajectories and stability in Lean

The type `E` is the displacement space.

```lean
import Mathlib

open scoped InnerProductSpace

namespace CarParrinelloSloshing

noncomputable section

variable {E : Type*} [NormedAddCommGroup E] [InnerProductSpace ℝ E]
```

The rank-one term is written as a map, \(x\mapsto Ax+aL^2\langle v,x\rangle v\), so no basis is chosen.

```lean
/-- The stiffness `B = A + a L² v vᵀ`: a background `A` plus the long-wavelength Hartree
term of strength `a L²` along the sloshing direction `v`. -/
def hartreeStiffness (A : E →ₗ[ℝ] E) (a L : ℝ) (v : E) : E →ₗ[ℝ] E where
  toFun x := A x + (a * L ^ 2 * ⟪v, x⟫_ℝ) • v
  map_add' x y := by
    simp only [map_add, inner_add_right]
    module
  map_smul' c x := by
    simp only [map_smul, real_inner_smul_right, RingHom.id_apply]
    module
```

`IsVerlet` is the recursion above, with arbitrary `x 0` and `x 1`.

```lean
/-- A Verlet trajectory with stiffness `B`, fictitious mass `μ ≠ 0` and time step `h`. -/
def IsVerlet (B : E →ₗ[ℝ] E) (μ h : ℝ) (x : ℕ → E) : Prop :=
  ∀ n, x (n + 2) = (2 : ℝ) • x (n + 1) - x n - (h ^ 2 / μ) • B (x (n + 1))
```

`Stable` lets the bound `C` depend on the trajectory. A zero mode, which can drift linearly, counts as unstable. Orbital rotations that leave the energy unchanged would be such modes, so `E` must exclude them.

```lean
/-- The dynamics is stable when every Verlet trajectory stays bounded (`μ ≠ 0`). -/
def Stable (B : E →ₗ[ℝ] E) (μ h : ℝ) : Prop :=
  ∀ x : ℕ → E, IsVerlet B μ h x → ∃ C : ℝ, ∀ n, ‖x n‖ ≤ C
```

## Growing and bounded modes

`modeAmp` is the solution started from 0 and 1.

```lean
/-- Amplitude of a single Verlet mode with reduced stiffness `k`, started from `0` and `1`. -/
def modeAmp (k : ℝ) : ℕ → ℝ
  | 0 => 0
  | 1 => 1
  | n + 2 => (2 - k) * modeAmp k (n + 1) - modeAmp k n
```

The induction carries the lower bound and the increment together, as in the first case above.

```lean
/-- For reduced stiffness `k ≤ 0` the mode amplitude grows by at least one per step. -/
theorem modeAmp_growth {k : ℝ} (hk : k ≤ 0) (n : ℕ) :
    (n : ℝ) ≤ modeAmp k n ∧ modeAmp k n + 1 ≤ modeAmp k (n + 1) := by
  induction n with
  | zero => simp [modeAmp]
  | succ n ih =>
    obtain ⟨h1, h2⟩ := ih
    have e : modeAmp k (n + 1 + 1) = (2 - k) * modeAmp k (n + 1) - modeAmp k n := rfl
    have hn : (0 : ℝ) ≤ n := Nat.cast_nonneg n
    have h0 : 0 ≤ modeAmp k (n + 1) := by linarith
    refine ⟨by push_cast; linarith, ?_⟩
    rw [e]
    nlinarith [mul_nonneg (neg_nonneg.2 hk) h0]
```

For the middle range, `inv` is the conservation of \(Q\), and the final `nlinarith` uses the completed square.

```lean
/-- A single Verlet mode with reduced stiffness `0 < k < 4` stays bounded. -/
theorem mode_bounded {k : ℝ} (h0 : 0 < k) (h4 : k < 4) (y : ℕ → ℝ)
    (hy : ∀ n, y (n + 2) = (2 - k) * y (n + 1) - y n) : ∃ C : ℝ, ∀ n, |y n| ≤ C := by
  -- the discrete energy is conserved
  have inv : ∀ n, y (n + 1) ^ 2 + y n ^ 2 - (2 - k) * y (n + 1) * y n
      = y 1 ^ 2 + y 0 ^ 2 - (2 - k) * y 1 * y 0 := by
    intro n
    induction n with
    | zero => simp
    | succ n ih =>
      have e : y (n + 1 + 1) = (2 - k) * y (n + 1) - y n := hy n
      rw [← ih, e]
      ring
  have hc : 0 < k * (4 - k) / 4 := by
    have : 0 < 4 - k := by linarith
    positivity
  refine ⟨√((y 1 ^ 2 + y 0 ^ 2 - (2 - k) * y 1 * y 0) / (k * (4 - k) / 4)), fun n => ?_⟩
  apply Real.abs_le_sqrt
  rw [le_div_iff₀ hc]
  nlinarith [sq_nonneg (y (n + 1) - (2 - k) / 2 * y n), inv n]
```

A mode growing at least linearly contradicts stability: choose `n` larger than `C / ‖u‖`.

```lean
/-- In a stable dynamics no eigenmode has an amplitude that grows at least linearly. -/
theorem no_growing_mode {B : E →ₗ[ℝ] E} {μ h l : ℝ} {u : E} (hs : Stable B μ h)
    (hu0 : u ≠ 0) (hu : B u = l • u) (f : ℕ → ℝ)
    (hf : ∀ n, f (n + 2) = (2 - h ^ 2 / μ * l) * f (n + 1) - f n) :
    ¬ ∀ n : ℕ, (n : ℝ) ≤ |f n| := by
  intro hg
  obtain ⟨C, hC⟩ := hs (fun n => f n • u) (by
    intro n
    simp only [map_smul, hu, hf n]
    module)
  have hn : 0 < ‖u‖ := norm_pos_iff.2 hu0
  obtain ⟨n, hlt⟩ := exists_nat_gt (C / ‖u‖)
  rw [div_lt_iff₀ hn] at hlt
  have h1 : ‖f n • u‖ ≤ C := hC n
  rw [norm_smul, Real.norm_eq_abs] at h1
  nlinarith [mul_le_mul_of_nonneg_right (hg n) hn.le]
```

Applying this to `modeAmp` and to its sign-alternating version confines each eigenvalue.

```lean
/-- In a stable dynamics every eigenvalue `l` of the stiffness obeys `0 < h² l / μ < 4`. -/
theorem eigenvalue_window {B : E →ₗ[ℝ] E} {μ h l : ℝ} {u : E} (hs : Stable B μ h)
    (hu0 : u ≠ 0) (hu : B u = l • u) : 0 < h ^ 2 / μ * l ∧ h ^ 2 / μ * l < 4 := by
  constructor
  · by_contra hk
    exact no_growing_mode hs hu0 hu (modeAmp (h ^ 2 / μ * l)) (fun _ => rfl)
      fun n => (modeAmp_growth (not_lt.1 hk) n).1.trans (le_abs_self _)
  · by_contra hk
    -- beyond the upper edge the growing solution alternates in sign
    have hk' : 4 - h ^ 2 / μ * l ≤ 0 := by linarith [not_lt.1 hk]
    refine no_growing_mode hs hu0 hu
      (fun n => (-1) ^ n * modeAmp (4 - h ^ 2 / μ * l) n) (fun n => ?_) fun n => ?_
    · simp only [modeAmp]
      ring
    · rw [abs_mul, abs_pow, abs_neg, abs_one, one_pow, one_mul]
      exact (modeAmp_growth hk' n).1.trans (le_abs_self _)
```

## The criterion for all displacements

Two lemmas give the quadratic form of \(B\) and its symmetry.

```lean
/-- The Hartree term adds `a L² ⟨v,x⟩²` to the quadratic form of the background. -/
theorem hartree_form (A : E →ₗ[ℝ] E) (a L : ℝ) (v x : E) :
    ⟪x, hartreeStiffness A a L v x⟫_ℝ = ⟪x, A x⟫_ℝ + a * L ^ 2 * ⟪v, x⟫_ℝ ^ 2 := by
  change ⟪x, A x + (a * L ^ 2 * ⟪v, x⟫_ℝ) • v⟫_ℝ = _
  rw [inner_add_right, real_inner_smul_right, real_inner_comm v x]
  ring

/-- The stiffness is symmetric when the background is. -/
theorem hartree_symmetric {A : E →ₗ[ℝ] E} (hA : A.IsSymmetric) (a L : ℝ) (v : E) :
    (hartreeStiffness A a L v).IsSymmetric := by
  intro x y
  change ⟪A x + (a * L ^ 2 * ⟪v, x⟫_ℝ) • v, y⟫_ℝ = ⟪x, A y + (a * L ^ 2 * ⟪v, y⟫_ℝ) • v⟫_ℝ
  rw [inner_add_left, inner_add_right, real_inner_smul_left, real_inner_smul_right,
    hA x y, real_inner_comm v x]
  ring
```

Finite dimension enters here, through the eigenbasis `b` with eigenvalues `ev`. The forward direction sums the eigenvalue inequalities, with strictness supplied by a nonzero component `j`. The reverse direction bounds each component by `mode_bounded` and adds the bounds.

```lean
variable [FiniteDimensional ℝ E]

/-- For symmetric `B` and `μ, h > 0`, Verlet dynamics is stable exactly when
`0 < ⟨x,Bx⟩` and `h² ⟨x,Bx⟩ < 4 μ ‖x‖²` for every displacement `x ≠ 0`. -/
theorem stable_iff {B : E →ₗ[ℝ] E} (hB : B.IsSymmetric) {μ h : ℝ} (hμ : 0 < μ) (hh : 0 < h) :
    Stable B μ h ↔
      ∀ x : E, x ≠ 0 → 0 < ⟪x, B x⟫_ℝ ∧ h ^ 2 * ⟪x, B x⟫_ℝ < 4 * μ * ‖x‖ ^ 2 := by
  obtain ⟨b, ev, hb⟩ : ∃ (b : OrthonormalBasis (Fin (Module.finrank ℝ E)) ℝ E)
      (ev : Fin (Module.finrank ℝ E) → ℝ), ∀ i, B (b i) = ev i • b i :=
    ⟨hB.eigenvectorBasis rfl, hB.eigenvalues rfl, fun i => hB.apply_eigenvectorBasis rfl i⟩
  have hn : ∀ i, ‖b i‖ = 1 := fun i => b.orthonormal.1 i
  have hc : 0 < h ^ 2 / μ := by positivity
  have hBi : ∀ i x, ⟪b i, B x⟫_ℝ = ev i * ⟪b i, x⟫_ℝ := fun i x => by
    rw [← hB (b i) x, hb, real_inner_smul_left]
  constructor
  · intro hs x hx
    have hw : ∀ i, 0 < ev i ∧ h ^ 2 * ev i < 4 * μ := fun i => by
      obtain ⟨h1, h2⟩ := eigenvalue_window hs
        (norm_ne_zero_iff.1 (by rw [hn i]; exact one_ne_zero)) (hb i)
      rw [div_mul_eq_mul_div, div_lt_iff₀ hμ] at h2
      exact ⟨(mul_pos_iff_of_pos_left hc).1 h1, h2⟩
    -- expand both quadratic forms in eigenmodes
    have e1 : ⟪x, B x⟫_ℝ = ∑ i, ev i * ⟪b i, x⟫_ℝ ^ 2 := by
      rw [← b.sum_inner_mul_inner x (B x)]
      refine Finset.sum_congr rfl fun i _ => ?_
      rw [hBi, real_inner_comm (b i) x]
      ring
    have e2 : ‖x‖ ^ 2 = ∑ i, ⟪b i, x⟫_ℝ ^ 2 := by
      rw [← real_inner_self_eq_norm_sq, ← b.sum_inner_mul_inner x x]
      refine Finset.sum_congr rfl fun i _ => ?_
      rw [real_inner_comm (b i) x]
      ring
    obtain ⟨j, hj⟩ : ∃ j, ⟪b j, x⟫_ℝ ≠ 0 := by
      by_contra hcon
      push Not at hcon
      have h0 : ‖x‖ ^ 2 = 0 := by rw [e2]; simp [hcon]
      exact hx (norm_eq_zero.1 (pow_eq_zero_iff two_ne_zero |>.1 h0))
    have hj2 : 0 < ⟪b j, x⟫_ℝ ^ 2 := by positivity
    rw [e1, e2]
    refine ⟨Finset.sum_pos' (fun i _ => mul_nonneg (hw i).1.le (sq_nonneg _))
      ⟨j, Finset.mem_univ j, mul_pos (hw j).1 hj2⟩, ?_⟩
    rw [Finset.mul_sum, Finset.mul_sum]
    refine Finset.sum_lt_sum (fun i _ => ?_) ⟨j, Finset.mem_univ j, ?_⟩
    · rw [← mul_assoc]
      exact mul_le_mul_of_nonneg_right (hw i).2.le (sq_nonneg _)
    · rw [← mul_assoc]
      exact mul_lt_mul_of_pos_right (hw j).2 hj2
  · intro hq x hx
    -- each eigenmode is bounded, hence so is their sum
    have hm : ∀ i, ∃ C : ℝ, ∀ n, |⟪b i, x n⟫_ℝ| ≤ C := fun i => by
      obtain ⟨h1, h2⟩ := hq (b i) (norm_ne_zero_iff.1 (by rw [hn i]; exact one_ne_zero))
      rw [hBi, real_inner_self_eq_norm_sq, hn i, one_pow, mul_one] at h1 h2
      refine mode_bounded (k := h ^ 2 / μ * ev i) (mul_pos hc h1) ?_ _ fun n => ?_
      · rw [div_mul_eq_mul_div, div_lt_iff₀ hμ]
        linarith
      · rw [hx n, inner_sub_right, inner_sub_right, real_inner_smul_right,
          real_inner_smul_right, hBi]
        ring
    choose C hC using hm
    refine ⟨∑ i, C i, fun n => ?_⟩
    rw [← b.sum_repr' (x n)]
    refine (norm_sum_le _ _).trans (Finset.sum_le_sum fun i _ => ?_)
    rw [norm_smul, hn i, mul_one, Real.norm_eq_abs]
    exact hC i n
```

## The bound and its sharpness

Squaring positive quantities removes the root.

```lean
omit [FiniteDimensional ℝ E] in
/-- For positive parameters, `h < 2 √(μ/a) / L` is the same as `h² a L² < 4 μ`. -/
theorem step_bound_iff {a L μ h : ℝ} (ha : 0 < a) (hL : 0 < L) (hμ : 0 < μ) (hh : 0 < h) :
    h < 2 * √(μ / a) / L ↔ h ^ 2 * (a * L ^ 2) < 4 * μ := by
  have e : a * √(μ / a) ^ 2 = μ := by
    rw [Real.sq_sqrt (by positivity)]
    field_simp
  rw [lt_div_iff₀ hL]
  constructor
  · intro H
    have h1 := pow_lt_pow_left₀ H (by positivity) two_ne_zero
    nlinarith [mul_lt_mul_of_pos_left h1 ha]
  · intro H
    refine lt_of_pow_lt_pow_left₀ 2 (by positivity) ?_
    refine lt_of_mul_lt_mul_left (?_ : a * (h * L) ^ 2 < a * (2 * √(μ / a)) ^ 2) ha.le
    nlinarith
```

The main theorem evaluates the criterion at `v`. Its hypotheses `hA` and `hpos` say that the background is symmetric and positive semidefinite.

```lean
/-- Charge sloshing limits the time step: with a symmetric positive semidefinite background,
a unit vector `v` and positive `a, L, μ, h`, stability forces `h < 2 √(μ/a) / L`. -/
theorem time_step_lt_of_stable {A : E →ₗ[ℝ] E} (hA : A.IsSymmetric)
    (hpos : ∀ x, 0 ≤ ⟪x, A x⟫_ℝ) {v : E} (hv : ‖v‖ = 1) {a L μ h : ℝ}
    (ha : 0 < a) (hL : 0 < L) (hμ : 0 < μ) (hh : 0 < h)
    (hs : Stable (hartreeStiffness A a L v) μ h) : h < 2 * √(μ / a) / L := by
  rw [step_bound_iff ha hL hμ hh]
  -- test the stability criterion on the sloshing direction
  have h1 := ((stable_iff (hartree_symmetric hA a L v) hμ hh).1 hs v
    (norm_ne_zero_iff.1 (by rw [hv]; exact one_ne_zero))).2
  rw [hartree_form, real_inner_self_eq_norm_sq, hv] at h1
  nlinarith [mul_nonneg (sq_nonneg h) (hpos v)]
```

Positivity of \(A\) is used only as \(\langle v,Av\rangle\ge0\). Without that condition the bound can fail: on the real line take \(v=a=L=\mu=1\) and \(A=-3/4\). Then \(B=1/4\), and \(h=3\) gives \(k=9/4\), which is stable although the bound would be 2.

For a uniform background \(A=\kappa\mathbf 1\) with \(\kappa>0\), Cauchy–Schwarz gives \(\langle x,Bx\rangle\le(\kappa+aL^2)\|x\|^2\), with equality at \(v\). The criterion therefore becomes a single inequality.

```lean
/-- For a uniform background `A = κ·1` with `κ > 0`, a unit vector `v` and positive
`a, μ, h`, the dynamics is stable exactly when `h² (κ + a L²) < 4 μ`. -/
theorem stable_uniform_iff {v : E} (hv : ‖v‖ = 1) {κ a L μ h : ℝ} (hκ : 0 < κ)
    (ha : 0 < a) (hμ : 0 < μ) (hh : 0 < h) :
    Stable (hartreeStiffness (κ • LinearMap.id) a L v) μ h ↔
      h ^ 2 * (κ + a * L ^ 2) < 4 * μ := by
  have hA : (κ • LinearMap.id : E →ₗ[ℝ] E).IsSymmetric := fun x y => by
    simp [real_inner_smul_left, real_inner_smul_right]
  have form : ∀ x : E, ⟪x, hartreeStiffness (κ • LinearMap.id) a L v x⟫_ℝ
      = κ * ‖x‖ ^ 2 + a * L ^ 2 * ⟪v, x⟫_ℝ ^ 2 := fun x => by
    rw [hartree_form, LinearMap.smul_apply, LinearMap.id_apply, real_inner_smul_right,
      real_inner_self_eq_norm_sq]
  rw [stable_iff (hartree_symmetric hA a L v) hμ hh]
  constructor
  · intro H
    have h1 := (H v (norm_ne_zero_iff.1 (by rw [hv]; exact one_ne_zero))).2
    rw [form, real_inner_self_eq_norm_sq, hv] at h1
    linarith
  · intro H x hx
    have hx2 : 0 < ‖x‖ ^ 2 := pow_pos (norm_pos_iff.2 hx) 2
    -- Cauchy-Schwarz: the sloshing component is at most the whole displacement
    have cs : ⟪v, x⟫_ℝ ^ 2 ≤ ‖x‖ ^ 2 := by
      have h1 := abs_real_inner_le_norm v x
      rw [hv, one_mul] at h1
      rw [← sq_abs]
      exact pow_le_pow_left₀ (abs_nonneg _) h1 2
    rw [form]
    refine ⟨by positivity, ?_⟩
    have h2 : h ^ 2 * (a * L ^ 2) * ⟪v, x⟫_ℝ ^ 2 ≤ h ^ 2 * (a * L ^ 2) * ‖x‖ ^ 2 :=
      mul_le_mul_of_nonneg_left cs (by positivity)
    have h3 := mul_lt_mul_of_pos_right H hx2
    linarith
```

Given a positive step below the bound, \(\kappa=(4\mu-h^2aL^2)/(2h^2)\) is positive and yields \(h^2(\kappa+aL^2)=(4\mu+h^2aL^2)/2<4\mu\). The constant in the bound thus cannot be lowered for the whole class of backgrounds, though a particular background may require a smaller step.

```lean
/-- The bound is sharp: for a unit vector `v` and positive `a, L, μ`, every positive step
below `2 √(μ/a) / L` is stable for some uniform background `κ > 0`. -/
theorem time_step_bound_sharp {v : E} (hv : ‖v‖ = 1) {a L μ h : ℝ} (ha : 0 < a)
    (hL : 0 < L) (hμ : 0 < μ) (hh : 0 < h) (hlt : h < 2 * √(μ / a) / L) :
    ∃ κ : ℝ, 0 < κ ∧ Stable (hartreeStiffness (κ • LinearMap.id) a L v) μ h := by
  rw [step_bound_iff ha hL hμ hh] at hlt
  have hh2 : 0 < h ^ 2 := by positivity
  -- spend half of the remaining margin on the background
  have hκ : 0 < (4 * μ - h ^ 2 * (a * L ^ 2)) / 2 / h ^ 2 :=
    div_pos (by linarith) hh2
  refine ⟨_, hκ, (stable_uniform_iff hv hκ ha hμ hh).2 ?_⟩
  rw [mul_add, mul_div_cancel₀ _ hh2.ne']
  linarith

end

end CarParrinelloSloshing
```

```lean
#print axioms CarParrinelloSloshing.time_step_lt_of_stable
#print axioms CarParrinelloSloshing.time_step_bound_sharp
```

```
'CarParrinelloSloshing.time_step_lt_of_stable' depends on axioms: [propext, Classical.choice, Quot.sound]
'CarParrinelloSloshing.time_step_bound_sharp' depends on axioms: [propext, Classical.choice, Quot.sound]
```
